# Two kinetic energy densities of smooth real orbitals differ by a quarter of the density Laplacian

Let \(f_i\) be finitely many real orbitals on \(\mathbb R^3\), twice continuously differentiable at a point \(x\). Define

\[
n=\sum_i f_i^2,\qquad \tau=\tfrac12\sum_i|\nabla f_i|^2,\qquad \tau_L=-\tfrac12\sum_i f_i\,\Delta f_i .
\]

Then, at \(x\),

\[
\tau-\tau_L=\tfrac14\Delta n .
\]

If also \(n(x)>0\), set \(k=(3\pi^2n)^{1/3}\), \(\tau_u=\tfrac{3}{10}k^2n\), \(p=|\nabla n|^2/(4k^2n^2)\) and \(q=\Delta n/(4k^2n)\). At \(x\),

\[
\tau=\tau_u\left(1+\tfrac{5}{27}p+\tfrac{20}{9}q\right)
\iff
\tau_L=\tau_u\left(1+\tfrac{5}{27}p-\tfrac{10}{9}q\right).
\]

## Two densities for one kinetic energy

For orthonormal spin-orbitals whose spatial parts are smooth and decay fast enough, \(\tau\) and \(\tau_L\) integrate to the same kinetic energy, but they differ at every point where \(\Delta n\ne0\). A semilocal functional that takes a kinetic energy density as an ingredient therefore has to say which one it means. For the non-interacting, real-orbital densities treated here, the identity converts one into the other.

The quantities \(k\) and \(\tau_u\) are the Fermi wavevector and kinetic energy density of a spin-unpolarised uniform electron gas, in atomic units. The terms in \(p\) and \(q\) are the second-order corrections for a slowly varying, spin-unpolarised density. Their coefficients are put into the statement, not derived from the electron gas, and the equivalence does not say that either expansion is accurate.

## What the Lean statements say

`Space` is three-dimensional Euclidean space, and the finite type `ι` labels the orbitals. Each occupied spin-orbital contributes one term, so a doubly occupied spatial orbital is listed twice. The theorems hold without orthogonality or normalisation, but the physical names in the docstrings presume orthonormal spin-orbitals: \(n\) is then the electron density of their Slater determinant, and \(\tau\) and \(\tau_L\) are its kinetic energy densities.

The partial derivative `pd j g x` is the Fréchet derivative of `g` at `x`, applied to the `j`-th coordinate unit vector; `gradSq` and `lap` are built from it. The functions `density`, `tau`, `tauL`, `kF`, `tauUnif`, `redP` and `redQ` stand for \(n,\tau,\tau_L,k,\tau_u,p,q\).

The hypothesis `ContDiffAt ℝ 2 (f i) x` concerns only the neighbourhood of `x`. Orbitals may have nuclear cusps elsewhere, but the theorems do not apply at a cusp. Complex orbitals are not treated.

## From the product rule to the gradient expansion

Near \(x\), the product rule gives \(\partial_j n=2\sum_i f_i\,\partial_j f_i\). Differentiating once more and summing over \(j\),

\[
\Delta n=2\sum_i\left(|\nabla f_i|^2+f_i\,\Delta f_i\right)=4\tau-4\tau_L .
\]

For \(n>0\), the same Laplacian term in uniform-gas units is

\[
\tau_u\cdot\tfrac{10}{3}q=\tfrac{3}{10}k^2n\cdot\tfrac{10}{3}\cdot\frac{\Delta n}{4k^2n}=\tfrac14\Delta n .
\]

Hence, for any real number \(F\), \(\tau=\tau_uF\) exactly when \(\tau_L=\tau_u(F-\tfrac{10}{3}q)\). Inserting the gradient expansion for \(F\) changes the Laplacian coefficient to \(\tfrac{20}{9}-\tfrac{30}{9}=-\tfrac{10}{9}\).

## A lower bound on \(\tau_L\)

The Cauchy–Schwarz inequality over the orbitals gives

\[
(\partial_j n)^2=4\Big(\sum_i f_i\,\partial_j f_i\Big)^2\le 4n\sum_i(\partial_j f_i)^2 .
\]

Summing over \(j\) yields \(|\nabla n|^2\le 8n\tau\). Where \(n>0\), this reads \(\tau\ge|\nabla n|^2/(8n)=\tau_u\cdot\tfrac53p\), and subtracting \(\tfrac14\Delta n\) gives

\[
\tau_L\ge\tau_u\left(\tfrac53p-\tfrac{10}{3}q\right).
\]

With a single orbital, nonzero at \(x\), Cauchy–Schwarz is an equality and the bound is attained. The same holds for one doubly occupied orbital, listed twice, although the Lean theorem covers only a list with one entry.

## The Lean file

```lean
import Mathlib

open Filter Topology

namespace KineticEnergyDensity

noncomputable section

/-- Three-dimensional position space. -/
abbrev Space := EuclideanSpace ℝ (Fin 3)

/-- The partial derivative along the `j`-th coordinate axis, for a scalar field that is
differentiable at the point. -/
def pd (j : Fin 3) (g : Space → ℝ) (x : Space) : ℝ :=
  fderiv ℝ g x (EuclideanSpace.single j 1)

/-- The squared length of the gradient, for a scalar field that is differentiable at the point. -/
def gradSq (g : Space → ℝ) (x : Space) : ℝ := ∑ j, pd j g x ^ 2

/-- The Laplacian, for a scalar field that is twice continuously differentiable at the point. -/
def lap (g : Space → ℝ) (x : Space) : ℝ := ∑ j, pd j (pd j g) x

variable {ι : Type*} [Fintype ι]

/-- The electron density of a finite family of real orbitals. -/
def density (f : ι → Space → ℝ) (x : Space) : ℝ := ∑ i, f i x ^ 2

/-- The non-negative kinetic energy density, built from orbital gradients. -/
def tau (f : ι → Space → ℝ) (x : Space) : ℝ := 1 / 2 * ∑ i, gradSq (f i) x

/-- The kinetic energy density built from orbital Laplacians. -/
def tauL (f : ι → Space → ℝ) (x : Space) : ℝ := -(1 / 2) * ∑ i, f i x * lap (f i) x

/-- The Fermi wavevector of a spin-unpolarised uniform electron gas of density `n ≥ 0`. -/
def kF (n : ℝ) : ℝ := (3 * Real.pi ^ 2 * n) ^ (1 / 3 : ℝ)

/-- The kinetic energy density, in atomic units, of a spin-unpolarised uniform electron gas of
density `n ≥ 0`. -/
def tauUnif (n : ℝ) : ℝ := 3 / 10 * kF n ^ 2 * n

/-- The reduced squared density gradient `p`, for points of positive density. -/
def redP (f : ι → Space → ℝ) (x : Space) : ℝ :=
  gradSq (density f) x / (4 * kF (density f x) ^ 2 * density f x ^ 2)

/-- The reduced density Laplacian `q`, for points of positive density. -/
def redQ (f : ι → Space → ℝ) (x : Space) : ℝ :=
  lap (density f) x / (4 * kF (density f x) ^ 2 * density f x)

/-- The Fermi wavevector is positive at positive density. -/
theorem kF_pos {n : ℝ} (hn : 0 < n) : 0 < kF n := by
  unfold kF
  positivity

/-- The density gradient in terms of orbitals that are differentiable at the point. -/
theorem pd_density (f : ι → Space → ℝ) (x : Space)
    (hf : ∀ i, DifferentiableAt ℝ (f i) x) (j : Fin 3) :
    pd j (density f) x = 2 * ∑ i, f i x * pd j (f i) x := by
  have hsq : ∀ i, HasFDerivAt (fun y => f i y ^ 2) ((2 * f i x) • fderiv ℝ (f i) x) x := by
    intro i
    have hfun : (fun y => f i y ^ 2) = f i * f i := by
      funext y
      simp [sq]
    rw [hfun]
    exact ((hf i).hasFDerivAt.mul (hf i).hasFDerivAt).congr_fderiv (by module)
  have h : HasFDerivAt (fun y => ∑ i, f i y ^ 2)
      (∑ i, (2 * f i x) • fderiv ℝ (f i) x) x :=
    HasFDerivAt.fun_sum fun i _ => hsq i
  have h' : HasFDerivAt (density f) (∑ i, (2 * f i x) • fderiv ℝ (f i) x) x := h
  unfold pd
  rw [h'.fderiv]
  simp [sum_apply, Finset.mul_sum, mul_assoc]

/-- The density Laplacian in terms of orbitals that are twice continuously differentiable
at the point. -/
theorem lap_density (f : ι → Space → ℝ) (x : Space) (hf : ∀ i, ContDiffAt ℝ 2 (f i) x) :
    lap (density f) x = 2 * ∑ i, (gradSq (f i) x + f i x * lap (f i) x) := by
  have key : ∀ j, pd j (pd j (density f)) x =
      2 * ∑ i, (pd j (f i) x ^ 2 + f i x * pd j (pd j (f i)) x) := by
    intro j
    -- the first-derivative formula holds in a whole neighbourhood of `x`
    have hnear : ∀ᶠ y in 𝓝 x, ∀ i, ContDiffAt ℝ 2 (f i) y :=
      Filter.eventually_all.2 fun i => (hf i).eventually (by simp)
    have hev : pd j (density f) =ᶠ[𝓝 x] fun y => 2 * ∑ i, f i y * pd j (f i) y := by
      filter_upwards [hnear] with y hy
      exact pd_density f y (fun i => (hy i).differentiableAt (by norm_num)) j
    have hd : ∀ i, DifferentiableAt ℝ (f i) x :=
      fun i => (hf i).differentiableAt (by norm_num)
    have hpd : ∀ i, DifferentiableAt ℝ (pd j (f i)) x := fun i =>
      (((hf i).fderiv_right (m := 1) (by norm_num)).differentiableAt
        (by norm_num)).clm_apply (differentiableAt_const _)
    -- so it can be differentiated once more by the product rule
    have hmul : ∀ i, HasFDerivAt (fun y => f i y * pd j (f i) y)
        (f i x • fderiv ℝ (pd j (f i)) x + pd j (f i) x • fderiv ℝ (f i) x) x :=
      fun i => (hd i).hasFDerivAt.mul (hpd i).hasFDerivAt
    have h : HasFDerivAt (fun y => 2 * ∑ i, f i y * pd j (f i) y)
        ((2 : ℝ) • ∑ i, (f i x • fderiv ℝ (pd j (f i)) x
          + pd j (f i) x • fderiv ℝ (f i) x)) x :=
      (HasFDerivAt.fun_sum fun i _ => hmul i).const_mul 2
    change fderiv ℝ (pd j (density f)) x (EuclideanSpace.single j 1) = _
    rw [hev.fderiv_eq, h.fderiv]
    simp only [smul_apply, sum_apply,
      add_apply, smul_eq_mul]
    congr 1
    refine Finset.sum_congr rfl fun i _ => ?_
    change f i x * pd j (pd j (f i)) x + pd j (f i) x * pd j (f i) x = _
    ring
  simp only [lap, gradSq]
  rw [Finset.sum_congr rfl fun j _ => key j, ← Finset.mul_sum, Finset.sum_comm]
  congr 1
  refine Finset.sum_congr rfl fun i _ => ?_
  rw [Finset.sum_add_distrib, Finset.mul_sum]

/-- For orbitals that are twice continuously differentiable at the point, the two kinetic
energy densities differ by a quarter of the density Laplacian. -/
theorem tau_sub_tauL (f : ι → Space → ℝ) (x : Space) (hf : ∀ i, ContDiffAt ℝ 2 (f i) x) :
    tau f x - tauL f x = lap (density f) x / 4 := by
  rw [lap_density f x hf]
  simp only [tau, tauL, Finset.sum_add_distrib]
  ring

/-- At a point of positive density where the orbitals are twice continuously differentiable,
`tau` has enhancement factor `F` over the uniform gas exactly when `tauL` has `F - 10q/3`. -/
theorem enhancement_iff (f : ι → Space → ℝ) (x : Space)
    (hf : ∀ i, ContDiffAt ℝ 2 (f i) x) (hn : 0 < density f x) (F : ℝ) :
    tau f x = tauUnif (density f x) * F ↔
      tauL f x = tauUnif (density f x) * (F - 10 / 3 * redQ f x) := by
  have h1 := tau_sub_tauL f x hf
  -- the Laplacian term in units of the uniform gas
  have h2 : lap (density f) x / 4 = tauUnif (density f x) * (10 / 3 * redQ f x) := by
    have hk := (kF_pos hn).ne'
    have hn' := hn.ne'
    unfold redQ tauUnif
    field_simp
  constructor
  · intro h
    linear_combination h - h1 - h2
  · intro h
    linear_combination h + h1 + h2

/-- At a point of positive density where the orbitals are twice continuously differentiable,
the second-order gradient expansion of `tau`, with Laplacian coefficient `20/9`, is equivalent
to that of `tauL`, with Laplacian coefficient `-10/9`. -/
theorem gradient_expansion_iff (f : ι → Space → ℝ) (x : Space)
    (hf : ∀ i, ContDiffAt ℝ 2 (f i) x) (hn : 0 < density f x) :
    tau f x = tauUnif (density f x) * (1 + 5 / 27 * redP f x + 20 / 9 * redQ f x) ↔
      tauL f x = tauUnif (density f x) * (1 + 5 / 27 * redP f x - 10 / 9 * redQ f x) := by
  rw [enhancement_iff f x hf hn]
  have e : 1 + 5 / 27 * redP f x + 20 / 9 * redQ f x - 10 / 3 * redQ f x =
      1 + 5 / 27 * redP f x - 10 / 9 * redQ f x := by ring
  rw [e]

/-- For orbitals differentiable at the point, the squared density gradient is at most
`8 n tau`. -/
theorem gradSq_density_le (f : ι → Space → ℝ) (x : Space)
    (hf : ∀ i, DifferentiableAt ℝ (f i) x) :
    gradSq (density f) x ≤ 8 * density f x * tau f x := by
  have hj : ∀ j, pd j (density f) x ^ 2 ≤ 4 * density f x * ∑ i, pd j (f i) x ^ 2 := by
    intro j
    -- Cauchy-Schwarz over the orbitals
    have hcs := Finset.sum_mul_sq_le_sq_mul_sq Finset.univ
      (fun i => f i x) (fun i => pd j (f i) x)
    rw [pd_density f x hf j]
    unfold density
    linarith
  calc gradSq (density f) x
      ≤ ∑ j, 4 * density f x * ∑ i, pd j (f i) x ^ 2 := Finset.sum_le_sum fun j _ => hj j
    _ = 8 * density f x * tau f x := by
      rw [← Finset.mul_sum, Finset.sum_comm]
      simp only [tau, gradSq]
      ring

/-- At a point of positive density where the orbitals are twice continuously differentiable,
`tauL` is bounded below by a function of the density, its gradient and its Laplacian. -/
theorem tauL_lower_bound (f : ι → Space → ℝ) (x : Space)
    (hf : ∀ i, ContDiffAt ℝ 2 (f i) x) (hn : 0 < density f x) :
    tauUnif (density f x) * (5 / 3 * redP f x - 10 / 3 * redQ f x) ≤ tauL f x := by
  have hk := (kF_pos hn).ne'
  have hn' := hn.ne'
  have h1 := tau_sub_tauL f x hf
  have h2 : tauUnif (density f x) * (5 / 3 * redP f x - 10 / 3 * redQ f x) =
      gradSq (density f) x / (8 * density f x) - lap (density f) x / 4 := by
    unfold redP redQ tauUnif
    field_simp
    ring
  have h3 : gradSq (density f) x / (8 * density f x) ≤ tau f x := by
    rw [div_le_iff₀ (by positivity)]
    linarith [gradSq_density_le f x fun i => (hf i).differentiableAt (by norm_num)]
  linarith

/-- For a single orbital, twice continuously differentiable and nonzero at the point, the
lower bound on `tauL` is attained. -/
theorem tauL_single_orbital (f : Fin 1 → Space → ℝ) (x : Space)
    (hf : ContDiffAt ℝ 2 (f 0) x) (h0 : f 0 x ≠ 0) :
    tauL f x = tauUnif (density f x) * (5 / 3 * redP f x - 10 / 3 * redQ f x) := by
  have hf' : ∀ i, ContDiffAt ℝ 2 (f i) x := fun i => by
    rw [Subsingleton.elim i 0]
    exact hf
  have hd : density f x = f 0 x ^ 2 := by simp [density]
  have ht : tau f x = 1 / 2 * gradSq (f 0) x := by simp [tau]
  have hn : 0 < density f x := by
    rw [hd]
    positivity
  have hj : ∀ j, pd j (density f) x = 2 * (f 0 x * pd j (f 0) x) := fun j => by
    rw [pd_density f x (fun i => (hf' i).differentiableAt (by norm_num)) j]
    simp
  -- with one orbital, Cauchy-Schwarz is an equality
  have hg : gradSq (density f) x = 8 * density f x * tau f x := by
    rw [hd, ht]
    simp only [gradSq, hj, Finset.mul_sum]
    refine Finset.sum_congr rfl fun j _ => ?_
    ring
  refine (enhancement_iff f x hf' hn _).1 ?_
  have hk := (kF_pos hn).ne'
  have hn' := hn.ne'
  unfold redP tauUnif
  rw [hg]
  field_simp
  ring

end

end KineticEnergyDensity
```

```lean
#print axioms KineticEnergyDensity.tau_sub_tauL
#print axioms KineticEnergyDensity.gradient_expansion_iff
#print axioms KineticEnergyDensity.tauL_lower_bound
#print axioms KineticEnergyDensity.tauL_single_orbital
```

```
'KineticEnergyDensity.tau_sub_tauL' depends on axioms: [propext, Classical.choice, Quot.sound]
'KineticEnergyDensity.gradient_expansion_iff' depends on axioms: [propext, Classical.choice, Quot.sound]
'KineticEnergyDensity.tauL_lower_bound' depends on axioms: [propext, Classical.choice, Quot.sound]
'KineticEnergyDensity.tauL_single_orbital' depends on axioms: [propext, Classical.choice, Quot.sound]
```

## How the lemmas carry the argument

`pd_density` is the first product rule. To differentiate it again, `lap_density` needs the formula on a whole neighbourhood, not just at `x`. The step `hnear` supplies the smoothness there, `hev` the equality of functions near `x`, and `hev.fderiv_eq` transfers the derivative. `Finset.sum_comm` then exchanges the sums over coordinates and orbitals, and `tau_sub_tauL` follows by algebra.

In `enhancement_iff`, `h2` is the conversion to uniform-gas units; `kF_pos` lets `field_simp` cancel the denominators. Each direction is then a `linear_combination` of the hypothesis with `h1` and `h2`. `gradient_expansion_iff` is the special case with the expansion as `F`.

`gradSq_density_le` applies `Finset.sum_mul_sq_le_sq_mul_sq`, the Cauchy–Schwarz inequality, for each coordinate. `tauL_lower_bound` combines it with the Laplacian identity. For one orbital, `tauL_single_orbital` proves the equality `hg` and then uses `enhancement_iff` with \(F=\tfrac53p\).
